# The strong-collision fall-off curve never exceeds the Lindemann curve: $1/k_{\rm uni} \ge 1/k_\infty + 1/(wF)$

In the strong-collision model used here, a molecule that isomerises or dissociates in a bath gas is first raised by collisions above the reaction threshold, and it reacts only if no further collision takes the energy away in time. At low pressure activation limits the rate, which grows in proportion to the collision rate. At high pressure the activated levels are held at their equilibrium populations and the rate saturates. The Lindemann mechanism joins the two regimes with a single activated species and a single decay rate, whereas the microcanonical rate of a real molecule changes with energy above threshold. The question is on which side of the Lindemann curve with the same two asymptotes the multi-level curve lies.

## The model

The activated levels are labelled by $i$ in a finite set $\iota$. Level $i$ holds the fraction $f_i$ of the reactant at equilibrium and reacts with first-order rate $k_i$. Collisions occur at the rate $w$, proportional to pressure, and are strong: each one returns the molecule to the equilibrium distribution. The actual population $n_i$ is then fed at the rate $w f_i$ and drained at the rate $(k_i + w)\,n_i$. The steady state is $n_i = w f_i/(k_i+w)$, and the unimolecular rate constant $\sum_i k_i n_i$ is

$$k_{\rm uni}(w) = \sum_i \frac{f_i k_i w}{k_i + w}.$$

Three derived quantities enter: $k_\infty = \sum_i f_i k_i$, the total activated population $F = \sum_i f_i$, and the mean rate $m = k_\infty/F$. For a high-pressure rate $K$ and a low-pressure rate $wF$ the Lindemann curve is $L(K,F,w) = K\,wF/(K + wF)$, and $L(w)$ denotes it at $K = k_\infty$.

```lean
import Mathlib

open Finset Filter Topology

namespace LindemannFalloff

noncomputable section

variable {ι : Type*} [Fintype ι]

/-- Strong-collision unimolecular rate constant `∑ f_i k_i w / (k_i + w)` for activated
levels with populations `f`, microcanonical rates `k` and collision rate `w`. -/
def kUni (f k : ι → ℝ) (w : ℝ) : ℝ := ∑ i, f i * k i * w / (k i + w)

/-- High-pressure rate constant `k_∞ = ∑ f_i k_i`. -/
def kInf (f k : ι → ℝ) : ℝ := ∑ i, f i * k i

/-- Total population `F = ∑ f_i` of the activated levels. -/
def popTotal (f : ι → ℝ) : ℝ := ∑ i, f i

/-- Population-weighted mean microcanonical rate `k_∞ / F`. -/
def meanRate (f k : ι → ℝ) : ℝ := kInf f k / popTotal f

/-- Lindemann fall-off curve `K wF / (K + wF)` built from a high-pressure rate `K` and a
low-pressure rate `wF`. -/
def lindemann (K F w : ℝ) : ℝ := K * (w * F) / (K + w * F)
```

In Lean `f` and `k` are real functions on the index type `ι`, so `k i` is $k_i$ while `kUni f k w` is $k_{\rm uni}(w)$. The populations are not normalised and need not have Boltzmann form; $F$ is whatever they sum to. The formula for $k_{\rm uni}$ is a definition, so the strong-collision and steady-state assumptions are built in and are not derived from a master equation.

## The derivation by hand

1. Inverting the Lindemann curve gives $1/L(K,F,w) = (K + wF)/(K\,wF) = 1/K + 1/(wF)$.
2. Let $g(x) = xw/(x+w) = w - w^2/(x+w)$, with derivative $g'(x) = w^2/(x+w)^2$. Then $k_{\rm uni} = \sum_i f_i\, g(k_i)$, and since $k_\infty = mF$, also $L(w) = mF\,wF/(mF + wF) = F g(m)$.
3. With $a = x + w$ and $b = m + w$, the tangent to $g$ at $m$ exceeds $g$ by
$$g(m) + g'(m)(x-m) - g(x) = w^2\left[\frac1a - \frac1b + \frac{a-b}{b^2}\right] = \frac{w^2 (a-b)^2}{a\,b^2} = \frac{w^2 (x-m)^2}{(m+w)^2 (x+w)}.$$
4. Put $x = k_i$, multiply by $f_i$ and sum. The linear term vanishes because $\sum_i f_i (k_i - m) = k_\infty - mF = 0$, which leaves
$$L(w) - k_{\rm uni}(w) = \frac{w^2}{(m+w)^2} \sum_i \frac{f_i (k_i - m)^2}{k_i + w}.$$
5. Every term on the right is nonnegative, so $k_{\rm uni} \le L$. If the gap is zero, each term is zero, so each $k_i = m$ and all rates coincide. If all rates coincide, their mean is the common value and the gap is zero.
6. Both sides are positive, so reciprocals reverse the inequality, and step 1 gives $1/k_{\rm uni} \ge 1/k_\infty + 1/(wF)$ with the same equality condition.

## The statement and its hypotheses

The main theorem `one_div_kUni_ge` says that for a finite nonempty set of levels with all $f_i > 0$ (`hf`), all $k_i > 0$ (`hk`) and $w > 0$ (`hw`), the inequality of step 6 holds, and it is an equality exactly when `∀ i j, k i = k j`. It compares two curves at each single value of $w$. No width of the fall-off region is defined: "broadening" here means that a curve tending to the same $k_\infty$ lies below the Lindemann curve at every pressure. Of the two asymptotes, only the high-pressure one is the subject of a theorem; $wF$ enters as a parameter. When fall-off data are represented as a Lindemann curve times a broadening factor $k_{\rm uni}/L$, the result says that this factor is at most one for a finite strong-collision model, whatever positive microcanonical rates are supplied. The counterexamples and model variants given below are worked on paper and have not been through the Lean kernel.

## Positive limiting rates

The first lemma concerns the Lindemann curve alone, and asks that $K$, $F$ and $w$ be positive, so that both limiting rates $K$ and $wF$ are nonzero. Step 1 divides by each of them. In `one_div_lindemann`, `one_div_div` turns the left side over, `div_add_div` puts the right side over the common denominator using `hK.ne'` and `h.ne'`, and `ring` compares the numerators. If either limiting rate vanished while the other stayed positive, the curve would be zero and would have no reciprocal.

```lean
/-- For positive `K`, `F` and `w`, the reciprocal of the Lindemann curve is `1/K + 1/(wF)`. -/
theorem one_div_lindemann {K F w : ℝ} (hK : 0 < K) (hF : 0 < F) (hw : 0 < w) :
    1 / lindemann K F w = 1 / K + 1 / (w * F) := by
  have h : 0 < w * F := mul_pos hw hF
  unfold lindemann
  rw [one_div_div, div_add_div _ _ hK.ne' h.ne']
  congr 1
  ring
```

## Finitely many levels

Physically, finiteness means an energy grid cut off at some upper energy, or a finite list of states. By hand it allows sums to be split and rearranged in step 4, and a limit to be taken term by term. The limit is the one that justifies the name $k_\infty$: since $f_i k_i w/(k_i + w) = f_i k_i - f_i k_i^2/(k_i+w)$ and the last term goes to zero, $k_{\rm uni}(w) \to k_\infty$ as $w \to \infty$. In `tendsto_kUni_atTop`, `tendsto_finsetSum` reduces the claim to one level, `h0` is the vanishing term, and `filter_upwards` restricts to $w$ large enough that $k_i + w > 0$, where the algebraic identity is valid. This theorem uses finiteness only, and holds for any real `f` and `k`. With infinitely many levels $k_\infty$ could diverge while $k_{\rm uni}(w)$ stayed finite, and convergence of $\sum_i f_i k_i$ would have to be assumed.

```lean
/-- As the collision rate tends to infinity, the unimolecular rate constant tends
to `k_∞`. -/
theorem tendsto_kUni_atTop (f k : ι → ℝ) :
    Tendsto (kUni f k) atTop (𝓝 (kInf f k)) := by
  unfold kUni kInf
  refine tendsto_finsetSum _ fun i _ => ?_
  have hd : Tendsto (fun w : ℝ => k i + w) atTop atTop :=
    tendsto_atTop_add_const_left _ _ tendsto_id
  have h0 : Tendsto (fun w : ℝ => f i * k i * k i / (k i + w)) atTop (𝓝 0) :=
    tendsto_const_nhds.div_atTop hd
  have h1 := (tendsto_const_nhds (x := f i * k i) (f := (atTop : Filter ℝ))).sub h0
  rw [sub_zero] at h1
  refine h1.congr' ?_
  filter_upwards [hd.eventually_gt_atTop 0] with w hw
  have hw' : k i + w ≠ 0 := ne_of_gt hw
  field_simp
  ring
```

## At least one level

The instance `[Nonempty ι]` says that some activated level exists. By hand it is implicit in writing $m = k_\infty/F$ and in the reciprocals of step 6. In the proofs it is used directly in one lemma, as `univ_nonempty` for each of the three sums in `rates_pos`, where `sum_pos` makes $F$, $k_\infty$ and $k_{\rm uni}$ positive as nonempty sums of positive terms. The later theorems draw on it through this lemma. With no levels all three quantities are zero, and under Lean's convention $1/0 = 0$ the main inequality would read $0 \le 0$, which says nothing about a reaction.

```lean
variable [Nonempty ι] {f k : ι → ℝ} {w : ℝ}

/-- For positive populations, rates and collision rate, the quantities `F`, `k_∞` and
`k(w)` are positive. -/
theorem rates_pos (hf : ∀ i, 0 < f i) (hk : ∀ i, 0 < k i) (hw : 0 < w) :
    0 < popTotal f ∧ 0 < kInf f k ∧ 0 < kUni f k w :=
  ⟨sum_pos (fun i _ => hf i) univ_nonempty,
   sum_pos (fun i _ => mul_pos (hf i) (hk i)) univ_nonempty,
   sum_pos (fun i _ => div_pos (mul_pos (mul_pos (hf i) (hk i)) hw) (add_pos (hk i) hw))
     univ_nonempty⟩
```

## Positive collision rate and positive microcanonical rates

The condition $w > 0$ means nonzero pressure, and $k_i > 0$ means that every level in the list lies above threshold and does react. The second condition is also what makes $wF$ the low-pressure rate: $k_{\rm uni}/w = \sum_i f_i k_i/(k_i + w)$ approaches $F$ as $w \to 0$ when every $k_i$ is nonzero, while a level with $k_i = 0$ contributes to $F$ and not to the slope.

By hand the two conditions work together in steps 2 and 3, where $k_i + w$ and $m + w$ are denominators. The lemma `lindemann_sub_kUni` follows steps 2 to 4. It records $k_\infty = mF$ as `hmF` and then treats $m$ as an independent positive number through `generalize`. The statement `hterm` is step 3 multiplied by $f_i$, with the tangent line sorted into a coefficient of $f_i$ and a coefficient of $f_i k_i$; `field_simp` clears the denominators, which `hmw` and `add_pos (hk i) hw` show to be nonzero. Then `hsum` adds the levels, `hL` is $L = F g(m)$, and the final `ring` cancels the linear term.

```lean
/-- For positive populations, rates and collision rate, the Lindemann curve with
parameters `k_∞` and `F` exceeds `k(w)` by exactly
`w²/(m+w)² ∑ f_i (k_i - m)²/(k_i + w)`, where `m` is the mean rate. -/
theorem lindemann_sub_kUni (hf : ∀ i, 0 < f i) (hk : ∀ i, 0 < k i) (hw : 0 < w) :
    lindemann (kInf f k) (popTotal f) w - kUni f k w
      = w ^ 2 / (meanRate f k + w) ^ 2 *
        ∑ i, f i * (k i - meanRate f k) ^ 2 / (k i + w) := by
  obtain ⟨hF, hK, -⟩ := rates_pos hf hk hw
  have hm : 0 < meanRate f k := div_pos hK hF
  have hmF : kInf f k = meanRate f k * popTotal f := by
    unfold meanRate
    exact (div_mul_cancel₀ _ hF.ne').symm
  generalize meanRate f k = m at hm hmF ⊢
  have hmw : m + w ≠ 0 := (add_pos hm hw).ne'
  -- tangent line at `m` of the concave map `x ↦ x w / (x + w)`, level by level
  have hterm : ∀ i, w ^ 2 / (m + w) ^ 2 * (f i * (k i - m) ^ 2 / (k i + w))
      = (m * w / (m + w) - m * (w ^ 2 / (m + w) ^ 2)) * f i
        + w ^ 2 / (m + w) ^ 2 * (f i * k i) - f i * k i * w / (k i + w) := by
    intro i
    have h : k i + w ≠ 0 := (add_pos (hk i) hw).ne'
    field_simp
    ring
  have hsum : w ^ 2 / (m + w) ^ 2 * ∑ i, f i * (k i - m) ^ 2 / (k i + w)
      = (m * w / (m + w) - m * (w ^ 2 / (m + w) ^ 2)) * popTotal f
        + w ^ 2 / (m + w) ^ 2 * kInf f k - kUni f k w := by
    rw [mul_sum, sum_congr rfl fun i _ => hterm i, sum_sub_distrib, sum_add_distrib,
      ← mul_sum, ← mul_sum]
    rfl
  have hL : lindemann (m * popTotal f) (popTotal f) w = m * w / (m + w) * popTotal f := by
    have h : m * popTotal f + w * popTotal f ≠ 0 := by positivity
    unfold lindemann
    rw [div_eq_iff h, div_mul_eq_mul_div, div_mul_eq_mul_div, eq_div_iff hmw]
    ring
  -- the linear term cancels because `k_∞ = m F`
  rw [hsum, hmF, hL]
  ring
```

In step 5 the same hypotheses fix signs: $k_i + w > 0$ makes each term nonnegative, and $w \neq 0$ makes the prefactor strictly positive. At $w = 0$ both $k_{\rm uni}$ and $L$ are zero for any positive rates, so equality holds without the rates coinciding. For $k_i$, the gap formula and $k_{\rm uni} \le L$ would survive $k_i \ge 0$, since $k_i + w$ stays positive. A rate below $-w$ reverses the sign of its term: with $f = (1,1)$, $k = (-2, 4)$ and $w = 1$ one finds $k_{\rm uni} = 2 + 4/5$, while $k_\infty = 2$, $F = 2$ and $L = 1$.

## Positive populations

The condition $f_i > 0$ says that every listed level is populated at equilibrium, as it is for Boltzmann weights at nonzero temperature. The gap formula of step 4 uses the populations only through $F \neq 0$ and $m + w \neq 0$ (with weights of both signs $m$ could equal $-w$), the proof of the inequality in step 5 uses $f_i \ge 0$, and the equality case needs $f_i \ne 0$, because it divides $f_i (k_i - m)^2 = 0$ by $f_i$.

The three branches of `kUni_le_lindemann` show this. For the inequality, `hnn` uses only `(hf i).le`, and the product of the prefactor `hc` with the nonnegative sum is the gap. For the forward implication the prefactor is removed, `sum_eq_zero_iff_of_nonneg` sets each term to zero, `h2` removes the denominator, and `h3` removes $f_i$ with `(hf i).ne'`, leaving $k_i = m$. For the converse, `h1` shows $k_\infty = k_i F$ when the rates are equal, and cancelling $F$ gives $k_i - m = 0$.

```lean
/-- For positive populations, rates and collision rate,
the rate constant `k(w)` never exceeds the Lindemann curve with parameters `k_∞` and
`F`, and equals it exactly when all microcanonical rates coincide. -/
theorem kUni_le_lindemann (hf : ∀ i, 0 < f i) (hk : ∀ i, 0 < k i) (hw : 0 < w) :
    kUni f k w ≤ lindemann (kInf f k) (popTotal f) w ∧
      (kUni f k w = lindemann (kInf f k) (popTotal f) w ↔ ∀ i j, k i = k j) := by
  obtain ⟨hF, hK, -⟩ := rates_pos hf hk hw
  have hm : 0 < meanRate f k := div_pos hK hF
  have hgap := lindemann_sub_kUni hf hk hw
  have hc : 0 < w ^ 2 / (meanRate f k + w) ^ 2 := by positivity
  have hnn : ∀ i ∈ (univ : Finset ι), 0 ≤ f i * (k i - meanRate f k) ^ 2 / (k i + w) :=
    fun i _ => div_nonneg (mul_nonneg (hf i).le (sq_nonneg _)) (add_pos (hk i) hw).le
  refine ⟨?_, fun h => ?_, fun h => ?_⟩
  · have h0 := mul_nonneg hc.le (sum_nonneg hnn)
    linarith
  · -- a vanishing gap forces every rate to equal the mean
    rw [h, sub_self] at hgap
    have hs := (mul_eq_zero.mp hgap.symm).resolve_left hc.ne'
    have hall : ∀ i, k i = meanRate f k := by
      intro i
      have h1 := (sum_eq_zero_iff_of_nonneg hnn).mp hs i (mem_univ i)
      have h2 := (div_eq_zero_iff.mp h1).resolve_right (add_pos (hk i) hw).ne'
      have h3 := (mul_eq_zero.mp h2).resolve_left (hf i).ne'
      exact sub_eq_zero.mp ((pow_eq_zero_iff two_ne_zero).mp h3)
    intro i j
    exact (hall i).trans (hall j).symm
  · -- equal rates equal their mean
    have hall : ∀ i, k i - meanRate f k = 0 := by
      intro i
      have h1 : kInf f k = k i * popTotal f := by
        unfold kInf popTotal
        rw [mul_sum]
        exact sum_congr rfl fun j _ => by rw [h j i, mul_comm]
      unfold meanRate
      rw [h1, mul_div_cancel_right₀ _ hF.ne', sub_self]
    have hs : ∑ i, f i * (k i - meanRate f k) ^ 2 / (k i + w) = 0 :=
      sum_eq_zero fun i _ => by rw [hall i]; simp
    rw [hs, mul_zero] at hgap
    linarith
```

An unpopulated level is invisible to both curves. With $f = (1, 0)$ and $k = (1, 2)$ the model is a single level in disguise, $k_{\rm uni} = L$ at every $w$, and the rates differ; the equality condition would have to be restricted to populated levels. A negative weight can break the inequality itself: $f = (2,-1)$, $k = (2, 1)$, $w = 1$ gives $F = 1$, $k_\infty = 3$, $L = 3/4$ and $k_{\rm uni} = 4/3 - 1/2 = 5/6$.

## All hypotheses together: the reciprocal form

Step 6 needs $k_{\rm uni} > 0$, to which all the hypotheses contribute through `rates_pos`. The proof rewrites $1/k_\infty + 1/(wF)$ as $1/L$ by `one_div_lindemann` read from right to left. Then `one_div_le_one_div_of_le hU hle` reverses the inequality using positivity of the smaller quantity, and `inv_inj` reduces equality of reciprocals to $k_{\rm uni} = L$, which `hiff` settles.

```lean
/-- For positive populations, rates and collision rate, `1/k(w) ≥ 1/k_∞ + 1/(wF)`, with
equality exactly when all microcanonical rates coincide. -/
theorem one_div_kUni_ge (hf : ∀ i, 0 < f i) (hk : ∀ i, 0 < k i) (hw : 0 < w) :
    1 / kInf f k + 1 / (w * popTotal f) ≤ 1 / kUni f k w ∧
      (1 / kUni f k w = 1 / kInf f k + 1 / (w * popTotal f) ↔ ∀ i j, k i = k j) := by
  obtain ⟨hF, hK, hU⟩ := rates_pos hf hk hw
  obtain ⟨hle, hiff⟩ := kUni_le_lindemann hf hk hw
  rw [← one_div_lindemann hK hF hw]
  refine ⟨one_div_le_one_div_of_le hU hle, ?_⟩
  rw [one_div, one_div, inv_inj]
  exact hiff
```

## The centre of the fall-off curve

The lines $wF$ and $k_\infty$ cross at $w = m$, where $L = k_\infty^2/(2k_\infty) = k_\infty/2$. The theorem `kUni_centre` states that $k_{\rm uni}(m) \le k_\infty/2$, with equality exactly when all rates coincide. It has no hypothesis on $w$, because $m > 0$ follows from `hf` and `hk`; the argument `one_pos` merely supplies some collision rate so that `rates_pos` yields $F > 0$ and $k_\infty > 0$. After `hL` evaluates the Lindemann curve, the claim is `kUni_le_lindemann` at $w = m$.

```lean
/-- For positive populations and rates,
at the collision rate `w = k_∞ / F` the rate constant is at most `k_∞ / 2`, with
equality exactly when all microcanonical rates coincide. -/
theorem kUni_centre (hf : ∀ i, 0 < f i) (hk : ∀ i, 0 < k i) :
    kUni f k (meanRate f k) ≤ kInf f k / 2 ∧
      (kUni f k (meanRate f k) = kInf f k / 2 ↔ ∀ i j, k i = k j) := by
  obtain ⟨hF, hK, -⟩ := rates_pos hf hk one_pos
  have hm : 0 < meanRate f k := div_pos hK hF
  have hL : lindemann (kInf f k) (popTotal f) (meanRate f k) = kInf f k / 2 := by
    have h : kInf f k + kInf f k ≠ 0 := (add_pos hK hK).ne'
    unfold lindemann meanRate
    rw [div_mul_cancel₀ _ hF.ne', div_eq_iff h]
    ring
  rw [← hL]
  exact kUni_le_lindemann hf hk hm

end

end LindemannFalloff
```

```lean
#print axioms LindemannFalloff.tendsto_kUni_atTop
-- 'LindemannFalloff.tendsto_kUni_atTop' depends on axioms: [propext, Classical.choice, Quot.sound]
#print axioms LindemannFalloff.kUni_le_lindemann
-- 'LindemannFalloff.kUni_le_lindemann' depends on axioms: [propext, Classical.choice, Quot.sound]
#print axioms LindemannFalloff.one_div_kUni_ge
-- 'LindemannFalloff.one_div_kUni_ge' depends on axioms: [propext, Classical.choice, Quot.sound]
#print axioms LindemannFalloff.kUni_centre
-- 'LindemannFalloff.kUni_centre' depends on axioms: [propext, Classical.choice, Quot.sound]
```

## Smallest cases

For one level the condition that all rates coincide holds automatically, $m = k_1$, and the theorems give $k_{\rm uni} = L$: the model is the Lindemann mechanism. Two levels are the smallest case with a gap. Take $f = (F/2, F/2)$ and $k = (m(1-\delta),\, m(1+\delta))$ with $0 \le \delta < 1$. The gap formula at $w = m$ gives $Fm\delta^2/(2(4 - \delta^2))$, so $k_{\rm uni}(m)/(k_\infty/2) = (4 - 2\delta^2)/(4 - \delta^2)$. For $k = (1, 3)$ this is $14/15$.

## A continuum of energies

The levels could have been modelled as a continuum, with a population density $f(E)$ and a rate $k(E)$ at energy $E$ above threshold, and integrals in place of the three sums. Step 3 is pointwise and would be unchanged. Integrability of $f$ and $fk$ would become hypotheses, the high-pressure limit would rest on a convergence theorem for integrals, and the equality condition would weaken to $k(E)$ being constant for almost every populated energy.

## Level-dependent collision rates

Suppose instead that collisions exchange each activated level only with the unactivated molecules, which are held at their equilibrium population. Level $i$ is emptied by collisions at its own rate $w_i > 0$ and, by detailed balance, fed at the rate $w_i f_i$. The steady state then gives the rate constant $\sum_i f_i k_i w_i/(k_i + w_i)$. Setting $f_i' = f_i w_i$ and $k_i' = k_i/w_i$ with collision rate $1$ reproduces this sum term by term, with $\sum_i f_i' k_i' = k_\infty$ and $\sum_i f_i' = \sum_i f_i w_i$. The same argument then bounds the reciprocal rate constant below by $1/k_\infty + 1/\sum_i f_i w_i$, with equality when and only when the ratio $k_i/w_i$ is the same for all levels.
